# The first-order strain response of a gradient-corrected energy on a finite grid

## Does the gradient enter the stress twice?

I have a crystal in a periodic cell and want the exchange-correlation part of its stress. I deform the cell slightly, let the grid points move with it, and keep the charge belonging to each point fixed. With a local functional, only the volume change matters. With a gradient-corrected energy density $f(n,|\nabla n|)$, I find two terms containing $\partial f/\partial|\nabla n|$: one multiplies the trace of the strain, the other depends on the direction of the gradient. Have I counted the same effect twice? And what happens to the second term, which has $|\nabla n|$ in its denominator, at a density maximum?

## Dilution and deformation change the gradient separately

Both terms belong there. The gradient changes once because the density is diluted or concentrated, and again because distances change. At a point with zero gradient the directional term is zero. This holds for fixed grid data if $f$ is differentiable at each unstrained pair of density and gradient length.

Let the deformation be $r\mapsto(1+se)r$, with $e$ a real $d\times d$ matrix and $s$ a small number, and let $D(s)=\det(1+se)$ be the volume ratio. Grid point $j$ has weight $w_j$, density $n_j$ and gradient $g_j$. Fixed charge gives the density $n_j/D$, and the chain rule for the coordinates gives the gradient $h_j/D$ with $h_j(s)=(1+se)^{-T}g_j$. The weights grow by the factor $D$, so

$$E(s)=D\sum_j w_j\,f\!\left(\frac{n_j}{D},\frac{|h_j|}{D}\right).$$

Take one point and omit its index.

1. **Volume.** The determinant is a polynomial, $D=1+s\,\mathrm{tr}\,e+s^2P(s)$ with $P$ a polynomial, so $D(0)=1$ and $D'(0)=\mathrm{tr}\,e$.
2. **Gradient vector.** From $(1+se^T)h=g$ we get $(h-g)/s=-e^Th(s)$. The inverse is continuous near $s=0$, so $h(s)\to g$ and $h'(0)=-e^Tg$.
3. **Gradient length.** The derivative of $h\cdot h$ at $0$ is $-2\,g\cdot e^Tg=-2\,g\cdot eg$. For $g\neq0$ the square root gives $|h|'(0)=-\tau$ with $\tau=g\cdot eg/|g|$. For $g=0$, $h$ stays zero, so the same formula holds with $\tau=0$.
4. **Arguments of $f$.** The quotient rule gives $(n/D)'(0)=-n\,\mathrm{tr}\,e$ and $(|h|/D)'(0)=-\tau-|g|\,\mathrm{tr}\,e$. The last expression contains both effects: deformation, then dilution.
5. **Energy.** Write $f_1,f_2$ for the partial derivatives of $f$ at $(n,|g|)$. The product and chain rules give
$$f\,\mathrm{tr}\,e-f_1n\,\mathrm{tr}\,e-f_2(\tau+|g|\,\mathrm{tr}\,e)=(f-nf_1-|g|f_2)\,\mathrm{tr}\,e-f_2\tau.$$

Restoring the index and summing with the weights,

$$E'(0)=\sum_j w_j\left[(f-n_jf_1-|g_j|f_2)\,\mathrm{tr}\,e-f_2\tau_j\right],$$

where $f,f_1,f_2$ are evaluated at $(n_j,|g_j|)$.

### One grid point in two dimensions

Take $w=1$, $n=2$, $g=(3,4)$, $f(n,\ell)=n^2+\ell^2$ and a stretch along the first axis, $e=\mathrm{diag}(1,0)$. Then $|g|=5$, $f=29$, $f_1=4$, $f_2=10$, $\mathrm{tr}\,e=1$ and $\tau=9/5$. The formula gives $(29-8-50)-18=-47$.

Directly, $D=1+s$ and $h=(3/(1+s),4)$, so

$$E(s)=\frac{4}{1+s}+\frac{9}{(1+s)^3}+\frac{16}{1+s},\qquad E'(0)=-4-27-16=-47.$$

Leaving out the supposed duplicate $|g|f_2\,\mathrm{tr}\,e=50$ would have given $+3$, with the wrong sign.

### What the Lean theorems say

The finite type `ι` labels the spatial directions and `κ` the grid points, so any finite dimension and any finite grid are allowed. `vol e s` is $D(s)$, and `len` is the Euclidean length. `strainedGrad` is $h$, not yet the physical gradient: its division by $D$ takes place inside `energy`. `stretch e g` is $\tau$, including the value zero at $g=0$; despite its name it has the units of a gradient. `fDens` and `fGrad` are $f_1$ and $f_2$.

The main theorem, `hasDerivAt_energy`, says that $E$ is differentiable at $s=0$ with the derivative above, for every real matrix $e$. Its hypothesis `hf` asks for differentiability of $f$ in both variables jointly at each $(n_j,|g_j|)$. Since $f$ is defined on all of $\mathbb R\times\mathbb R$, at a zero gradient this includes an extension to negative lengths; a smooth function of density and squared gradient has one. Positive densities are not required, but a functional written with $|\nabla n|/n^{4/3}$ needs care where the density vanishes.

Three further theorems specialise the result:

- `hasDerivAt_energy_symmetric` replaces the inverse transpose by the plain inverse when $e^T=e$.
- `hasDerivAt_energy_rotation` gives derivative zero when $e^T=-e$, an infinitesimal rotation.
- `hasDerivAt_energy_dilation` treats $e=1$, where the trace is $d$ and $\tau_j=|g_j|$. The gradient length then falls at the rate $(d+1)|g_j|$: $d$ parts from dilution and one from distance.

The second argument of $f$ is the gradient length. If your code uses $\gamma=|\nabla n|^2$ instead, then $f_2=2|\nabla n|\,\partial f/\partial\gamma$.

The step from this model to a calculation is the transformation of the data. The definition of `energy` takes $n_j$ and $g_j$ as independent numbers and prescribes how they change; it does not compute $g_j$ from the density. In a plane-wave calculation whose density comes from the orbitals alone, these rules correspond to holding the orbital coefficients fixed while the cell and its reciprocal vectors deform. Augmentation charges and partial core densities transform differently and add terms that are not treated here. Without them, and for a functional of one unpolarised density, the derivative divided by the cell volume is the exchange-correlation contribution to the stress along $e$, up to the sign convention.

```lean
import Mathlib

open Matrix Filter Topology

namespace GradientCorrectedStress

noncomputable section

variable {ι κ : Type*} [Fintype ι] [DecidableEq ι] [Fintype κ]

/-- The Euclidean length of a vector. -/
def len (g : ι → ℝ) : ℝ := √(g ⬝ᵥ g)

/-- The determinant of `1 + s e`. Where it is positive, it is the ratio of strained to unstrained
cell volume under `r ↦ (1 + s e) r`. -/
def vol (e : Matrix ι ι ℝ) (s : ℝ) : ℝ := (1 + s • e).det

/-- The inverse transpose of `1 + s e` applied to a gradient `g`; the domain is the set of `s`
for which `1 + s e` is invertible. -/
def strainedGrad (e : Matrix ι ι ℝ) (s : ℝ) (g : ι → ℝ) : ι → ℝ :=
  ((1 + s • e)⁻¹)ᵀ *ᵥ g

/-- The quantity `⟨g, e g⟩ / |g|` for a nonzero gradient, and zero for a vanishing gradient. -/
def stretch (e : Matrix ι ι ℝ) (g : ι → ℝ) : ℝ :=
  if g = 0 then 0 else (g ⬝ᵥ e *ᵥ g) / len g

/-- The partial derivative of the energy density with respect to the density, at a point where `f`
is differentiable. -/
def fDens (f : ℝ × ℝ → ℝ) (p : ℝ × ℝ) : ℝ := fderiv ℝ f p (1, 0)

/-- The partial derivative of the energy density with respect to the gradient length, at a point
where `f` is differentiable. -/
def fGrad (f : ℝ × ℝ → ℝ) (p : ℝ × ℝ) : ℝ := fderiv ℝ f p (0, 1)

/-- The gradient-corrected energy on a grid with weights `w`, densities `n` and gradients `g`, after
the deformation `r ↦ (1 + s e) r`, for `s` at which `1 + s e` has positive determinant. -/
def energy (f : ℝ × ℝ → ℝ) (w n : κ → ℝ) (g : κ → ι → ℝ) (e : Matrix ι ι ℝ) (s : ℝ) : ℝ :=
  vol e s * ∑ j, w j * f (n j / vol e s, len (strainedGrad e s (g j)) / vol e s)

/-- Without strain the volume ratio is one. -/
lemma vol_zero (e : Matrix ι ι ℝ) : vol e 0 = 1 := by simp [vol]

/-- Without strain the gradient is unchanged. -/
lemma strainedGrad_zero (e : Matrix ι ι ℝ) (g : ι → ℝ) : strainedGrad e 0 g = g := by
  simp [strainedGrad]

/-- The volume ratio changes at first order by the trace of the strain. -/
lemma hasDerivAt_vol (e : Matrix ι ι ℝ) : HasDerivAt (vol e) e.trace 0 := by
  obtain ⟨P, hP⟩ : ∃ P : Polynomial ℝ, ∀ s : ℝ,
      (1 + s • e).det = 1 + e.trace * s + P.eval s * s ^ 2 :=
    ⟨_, fun s => Matrix.det_one_add_smul s e⟩
  have hv : vol e = fun s => 1 + e.trace * s + P.eval s * s ^ 2 := funext hP
  rw [hv]
  have h := (((hasDerivAt_id' (0 : ℝ)).const_mul e.trace).const_add 1).fun_add
    ((P.hasDerivAt 0).fun_mul (hasDerivAt_pow 2 (0 : ℝ)))
  exact h.congr_deriv (by simp)

/-- The strained gradient changes at first order by `-eᵀ g`. -/
theorem hasDerivAt_strainedGrad (e : Matrix ι ι ℝ) (g : ι → ℝ) :
    HasDerivAt (fun s => strainedGrad e s g) (-(eᵀ *ᵥ g)) 0 := by
  -- the inverse is continuous at zero strain
  have hc : Continuous fun s : ℝ => (1 + s • e : Matrix ι ι ℝ) :=
    continuous_const.add (continuous_id.smul continuous_const)
  have hi : ContinuousAt (fun s : ℝ => (1 + s • e)⁻¹) 0 := by
    have h : ContinuousAt (fun s : ℝ => ((1 + s • e).det)⁻¹ • (1 + s • e).adjugate) 0 :=
      (hc.matrix_det.continuousAt.inv₀ (by simp)).smul hc.matrix_adjugate.continuousAt
    simpa only [Matrix.inv_def, Ring.inverse_eq_inv'] using h
  have k : Continuous fun A : Matrix ι ι ℝ => -(eᵀ *ᵥ (Aᵀ *ᵥ g)) :=
    (continuous_const.matrix_mulVec
      (continuous_id.matrix_transpose.matrix_mulVec continuous_const)).neg
  have lim : Tendsto (fun t : ℝ => -(eᵀ *ᵥ strainedGrad e t g)) (𝓝 0)
      (𝓝 (-(eᵀ *ᵥ strainedGrad e 0 g))) := (k.tendsto _).comp hi
  rw [strainedGrad_zero] at lim
  rw [hasDerivAt_iff_tendsto_slope_zero]
  refine (lim.mono_left nhdsWithin_le_nhds).congr' ?_
  have hne : ∀ᶠ t in 𝓝[≠] (0 : ℝ), vol e t ≠ 0 :=
    ((hasDerivAt_vol e).continuousAt.eventually_ne
      (by rw [vol_zero]; exact one_ne_zero)).filter_mono nhdsWithin_le_nhds
  filter_upwards [hne, self_mem_nhdsWithin] with t ht ht0
  have ht1 : t ≠ 0 := ht0
  -- the difference quotient follows from the resolvent identity
  have h1 : (1 + t • e)ᵀ *ᵥ strainedGrad e t g = g := by
    rw [strainedGrad, mulVec_mulVec, ← transpose_mul,
      nonsing_inv_mul _ (isUnit_iff_ne_zero.mpr ht), transpose_one, one_mulVec]
  rw [transpose_add, transpose_one, transpose_smul, add_mulVec, one_mulVec, smul_mulVec] at h1
  have h2 : strainedGrad e t g - g = t • (-(eᵀ *ᵥ strainedGrad e t g)) := by
    linear_combination (norm := module) h1
  rw [zero_add, strainedGrad_zero, h2, inv_smul_smul₀ ht1]

omit [DecidableEq ι] in
/-- A strain and its transpose have the same quadratic form. -/
lemma dot_transpose (e : Matrix ι ι ℝ) (g : ι → ℝ) : g ⬝ᵥ eᵀ *ᵥ g = g ⬝ᵥ e *ᵥ g := by
  rw [Matrix.dotProduct_mulVec, vecMul_transpose, dotProduct_comm]

/-- The length of the strained gradient changes at first order by minus `stretch e g`. -/
theorem hasDerivAt_len (e : Matrix ι ι ℝ) (g : ι → ℝ) :
    HasDerivAt (fun s => len (strainedGrad e s g)) (-stretch e g) 0 := by
  by_cases hg : g = 0
  · subst hg
    simpa [strainedGrad, len, stretch] using hasDerivAt_const (0 : ℝ) (0 : ℝ)
  · have hi := hasDerivAt_pi.mp (hasDerivAt_strainedGrad e g)
    have hq : HasDerivAt (fun s => strainedGrad e s g ⬝ᵥ strainedGrad e s g)
        (-(2 * (g ⬝ᵥ e *ᵥ g))) 0 := by
      have h := HasDerivAt.fun_sum (u := Finset.univ) fun i _ => (hi i).fun_mul (hi i)
      refine h.congr_deriv ?_
      rw [← dot_transpose]
      simp only [strainedGrad_zero, dotProduct, Pi.neg_apply, Finset.mul_sum,
        ← Finset.sum_neg_distrib]
      exact Finset.sum_congr rfl fun i _ => by ring
    have h0 : g ⬝ᵥ g ≠ 0 := fun h => hg (dotProduct_self_eq_zero.mp h)
    have h := hq.sqrt (by rw [strainedGrad_zero]; exact h0)
    refine h.congr_deriv ?_
    rw [strainedGrad_zero, stretch, if_neg hg, len, neg_div,
      mul_div_mul_left _ _ (two_ne_zero)]

/-- The first-order response to strain of the energy of one grid point of unit weight, for an energy
density differentiable at the unstrained density and gradient length. -/
theorem hasDerivAt_point (f : ℝ × ℝ → ℝ) (n : ℝ) (g : ι → ℝ) (e : Matrix ι ι ℝ)
    (hf : DifferentiableAt ℝ f (n, len g)) :
    HasDerivAt (fun s => vol e s * f (n / vol e s, len (strainedGrad e s g) / vol e s))
      ((f (n, len g) - n * fDens f (n, len g) - len g * fGrad f (n, len g)) * e.trace
        - fGrad f (n, len g) * stretch e g) 0 := by
  have hD := hasDerivAt_vol e
  have hD0 : vol e 0 ≠ 0 := by rw [vol_zero]; exact one_ne_zero
  have h1 : HasDerivAt (fun s => n / vol e s) (-(n * e.trace)) 0 := by
    refine ((hasDerivAt_const (0 : ℝ) n).fun_div hD hD0).congr_deriv ?_
    simp only [vol_zero]
    ring
  have h2 : HasDerivAt (fun s => len (strainedGrad e s g) / vol e s)
      (-stretch e g - len g * e.trace) 0 := by
    refine ((hasDerivAt_len e g).fun_div hD hD0).congr_deriv ?_
    simp only [vol_zero, strainedGrad_zero]
    ring
  have hf' : HasFDerivAt f (fderiv ℝ f (n, len g))
      (n / vol e 0, len (strainedGrad e 0 g) / vol e 0) := by
    rw [vol_zero, strainedGrad_zero, div_one, div_one]
    exact hf.hasFDerivAt
  have hL : ∀ a b : ℝ, fderiv ℝ f (n, len g) (a, b)
      = a * fDens f (n, len g) + b * fGrad f (n, len g) := by
    intro a b
    have hab : ((a, b) : ℝ × ℝ) = a • ((1, 0) : ℝ × ℝ) + b • ((0, 1) : ℝ × ℝ) := by simp
    rw [hab, map_add, map_smul, map_smul, smul_eq_mul, smul_eq_mul, fDens, fGrad]
  -- chain rule for the energy density, product rule with the volume
  have h3 := hD.fun_mul (hf'.comp_hasDerivAt (0 : ℝ) (h1.prodMk h2))
  refine h3.congr_deriv ?_
  simp only [Function.comp_apply, vol_zero, strainedGrad_zero, div_one, hL]
  ring

/-- The strain derivative of the gradient-corrected grid energy, for an energy density
differentiable at every unstrained density and gradient length. -/
theorem hasDerivAt_energy (f : ℝ × ℝ → ℝ) (w n : κ → ℝ) (g : κ → ι → ℝ) (e : Matrix ι ι ℝ)
    (hf : ∀ j, DifferentiableAt ℝ f (n j, len (g j))) :
    HasDerivAt (energy f w n g e)
      (∑ j, w j * ((f (n j, len (g j)) - n j * fDens f (n j, len (g j))
        - len (g j) * fGrad f (n j, len (g j))) * e.trace
        - fGrad f (n j, len (g j)) * stretch e (g j))) 0 := by
  have hE : energy f w n g e = fun s => ∑ j, w j *
      (vol e s * f (n j / vol e s, len (strainedGrad e s (g j)) / vol e s)) := by
    funext s
    rw [energy, Finset.mul_sum]
    exact Finset.sum_congr rfl fun j _ => by ring
  rw [hE]
  exact HasDerivAt.fun_sum fun j _ => (hasDerivAt_point f (n j) (g j) e (hf j)).const_mul (w j)

/-- For a symmetric strain the same derivative holds with gradients transformed by the plain
inverse of `1 + s e`, if the energy density is differentiable at the unstrained data. -/
theorem hasDerivAt_energy_symmetric (f : ℝ × ℝ → ℝ) (w n : κ → ℝ) (g : κ → ι → ℝ)
    (e : Matrix ι ι ℝ) (he : eᵀ = e) (hf : ∀ j, DifferentiableAt ℝ f (n j, len (g j))) :
    HasDerivAt (fun s : ℝ => (1 + s • e).det * ∑ j, w j *
        f (n j / (1 + s • e).det, len ((1 + s • e)⁻¹ *ᵥ g j) / (1 + s • e).det))
      (∑ j, w j * ((f (n j, len (g j)) - n j * fDens f (n j, len (g j))
        - len (g j) * fGrad f (n j, len (g j))) * e.trace
        - fGrad f (n j, len (g j)) * stretch e (g j))) 0 := by
  have hs : ∀ s : ℝ, ((1 + s • e)⁻¹)ᵀ = (1 + s • e)⁻¹ := fun s => by
    rw [transpose_nonsing_inv, transpose_add, transpose_one, transpose_smul, he]
  have h := hasDerivAt_energy f w n g e hf
  unfold energy at h
  simpa only [vol, strainedGrad, hs] using h

/-- An infinitesimal rotation, that is an antisymmetric `e`, leaves the energy unchanged at first
order, if the energy density is differentiable at the unstrained data. -/
theorem hasDerivAt_energy_rotation (f : ℝ × ℝ → ℝ) (w n : κ → ℝ) (g : κ → ι → ℝ)
    (e : Matrix ι ι ℝ) (he : eᵀ = -e) (hf : ∀ j, DifferentiableAt ℝ f (n j, len (g j))) :
    HasDerivAt (energy f w n g e) 0 0 := by
  have ht : e.trace = 0 := by
    have h := trace_transpose e
    rw [he, trace_neg] at h
    linarith
  have hs : ∀ v, stretch e v = 0 := fun v => by
    have h := dot_transpose e v
    rw [he, neg_mulVec, dotProduct_neg] at h
    have h0 : v ⬝ᵥ e *ᵥ v = 0 := by linarith
    simp [stretch, h0]
  exact (hasDerivAt_energy f w n g e hf).congr_deriv (by simp [ht, hs])

/-- The response to the isotropic dilation `r ↦ (1 + s) r` in any dimension, if the energy
density is differentiable at the unstrained data. -/
theorem hasDerivAt_energy_dilation (f : ℝ × ℝ → ℝ) (w n : κ → ℝ) (g : κ → ι → ℝ)
    (hf : ∀ j, DifferentiableAt ℝ f (n j, len (g j))) :
    HasDerivAt (energy f w n g (1 : Matrix ι ι ℝ))
      (∑ j, w j * ((f (n j, len (g j)) - n j * fDens f (n j, len (g j))
        - len (g j) * fGrad f (n j, len (g j))) * (Fintype.card ι : ℝ)
        - fGrad f (n j, len (g j)) * len (g j))) 0 := by
  have hs : ∀ v : ι → ℝ, stretch 1 v = len v := fun v => by
    by_cases hv : v = 0
    · simp [stretch, len, hv]
    · rw [stretch, if_neg hv, one_mulVec, len, Real.div_sqrt]
  exact (hasDerivAt_energy f w n g 1 hf).congr_deriv (by simp only [hs, trace_one])

end

end GradientCorrectedStress
```

```lean
#print axioms GradientCorrectedStress.hasDerivAt_energy
-- 'GradientCorrectedStress.hasDerivAt_energy' depends on axioms: [propext, Classical.choice, Quot.sound]
#print axioms GradientCorrectedStress.hasDerivAt_energy_symmetric
-- 'GradientCorrectedStress.hasDerivAt_energy_symmetric' depends on axioms: [propext, Classical.choice, Quot.sound]
#print axioms GradientCorrectedStress.hasDerivAt_energy_rotation
-- 'GradientCorrectedStress.hasDerivAt_energy_rotation' depends on axioms: [propext, Classical.choice, Quot.sound]
#print axioms GradientCorrectedStress.hasDerivAt_energy_dilation
-- 'GradientCorrectedStress.hasDerivAt_energy_dilation' depends on axioms: [propext, Classical.choice, Quot.sound]
```

### From the determinant to the grid sum

`hasDerivAt_vol` is step 1: it takes the polynomial expansion of the determinant from Mathlib and differentiates it. `vol_zero` and `strainedGrad_zero` supply the values at zero strain.

`hasDerivAt_strainedGrad` is step 2. Continuity of the inverse comes from writing it as the adjugate divided by the determinant. For small nonzero $t$ the determinant is nonzero, so `h1` can state $(1+te)^Th(t)=g$. Rearranging gives `h2`, $h(t)-g=-t\,e^Th(t)$, and dividing by $t$ turns the difference quotient into an expression whose limit is already known.

`dot_transpose` proves $g\cdot e^Tg=g\cdot eg$. With it, `hasDerivAt_len` carries out step 3, splitting on whether $g=0$. In the nonzero case it differentiates the sum of squared components and then the square root, which is allowed because $g\cdot g\neq0$.

In `hasDerivAt_point`, `h1` and `h2` are the two quotient rules of step 4. The fact `hL` writes the total derivative of $f$ as $af_1+bf_2$ for changes $a$ and $b$ in its arguments. `h3` combines the chain rule with the product rule for the volume factor, and `ring` collects the terms as in step 5. `hasDerivAt_energy` then moves the volume factor inside the sum and differentiates term by term.

For the symmetric case, the proof shows that the inverse equals its own transpose. For rotations, it shows that both the trace and every `stretch e v` vanish. For dilation, it evaluates `stretch 1 v` as `len v`, again treating the zero vector separately.
